# One Newton–Schulz step turns the orthonormality defect E into (3/4)E² + (1/4)E³

## Orbitals, overlap and defect

Let X be a complex matrix with n rows and m columns. Each column holds the expansion coefficients of one orbital in an orthonormal basis of n functions, so X†X is the m by m overlap matrix of the orbitals. The orbitals are orthonormal when X†X = 1, where 1 is the identity matrix. The problem is to restore this condition when it holds only approximately, for instance after the orbitals have been changed by a minimisation or propagation step. The Newton–Schulz update, applied repeatedly, can do so to any desired accuracy if the initial deviation is small enough. It uses matrix products, a subtraction and a scalar factor, without a matrix inverse or a diagonalisation:

Y = X(3 − X†X)/2

Here 3 means three times the identity. The deviation from orthonormality is measured by

E = 1 − X†X

The letter E denotes this defect throughout, not an energy. It is Hermitian, and its sign is opposite to that of the deviation "overlap minus identity".

Sizes of matrices are measured in the spectral norm ‖·‖, the largest singular value. For the Hermitian matrix E this is the largest absolute value of an eigenvalue.

In Lean, `n` and `m` are finite index types, for basis functions and orbitals respectively. No relation between their sizes is assumed. Opening the scope `Matrix.Norms.L2Operator` selects the spectral norm.

```lean
import Mathlib

open Matrix Filter Topology
open scoped Matrix.Norms.L2Operator

namespace NewtonSchulz

noncomputable section

variable {n m : Type*} [Fintype n] [Fintype m] [DecidableEq m]
```

The defect is defined as above, with `Xᴴ` for X†.

```lean
/-- The orthonormality defect `E = 1 - X†X` of the orbitals stored as the columns of `X`. -/
def defect (X : Matrix n m ℂ) : Matrix m m ℂ := 1 - Xᴴ * X
```

The update is called `step`, and `step^[k] X` will denote the result of applying it k times, starting from X itself at k = 0.

```lean
/-- The Newton-Schulz update `Y = X (3 - X†X) / 2`. -/
def step (X : Matrix n m ℂ) : Matrix n m ℂ :=
  (1 / 2 : ℂ) • (X * ((3 : ℂ) • (1 : Matrix m m ℂ) - Xᴴ * X))
```

The results bear on electronic-structure calculations that keep a finite set of orbitals orthonormal in a finite orthonormal basis, with rounding errors left out. In a non-orthogonal basis, such as atom-centred Gaussians with overlap matrix S and coefficients C, the orbital overlap is C†SC. The substitution X = S^(1/2) C reduces this case to the present one. The update then becomes C(3 − C†SC)/2, so S^(1/2) itself need not be computed.

## The update mixes the orbitals among themselves

Since X†X = 1 − E, the bracket in the update is

3 − X†X = 2 + E

and therefore

Y = X(1 + E/2)

Each new orbital is a linear combination of the old ones, with coefficients given by a column of the Hermitian matrix G = 1 + E/2.

```lean
/-- The update mixes the orbitals among themselves through the matrix `1 + E/2`. -/
theorem step_eq_mul (X : Matrix n m ℂ) :
    step X = X * (1 + (1 / 2 : ℂ) • defect X) := by
  unfold step defect
  rw [← Matrix.mul_smul]
  congr 1
  module
```

After the definitions are unfolded and the factor 1/2 is moved inside the product, both sides have the form X times a matrix. The tactic `module` checks that the two right-hand factors agree.

## The new defect is a polynomial in the old one

Because G† = G, the new overlap matrix is

Y†Y = G X†X G = (1 + E/2)(1 − E)(1 + E/2)

All factors are polynomials in the same matrix E, so they commute and can be multiplied out like numbers:

(1 + E/2)²(1 − E) = (1 + E + E²/4)(1 − E)

= 1 + E + E²/4 − E − E² − E³/4

= 1 − (3/4)E² − (1/4)E³

The terms linear in E cancel. Subtracting from the identity gives the new defect E′ = 1 − Y†Y:

E′ = (3/4)E² + (1/4)E³

This holds for every X, however far the orbitals are from orthonormality.

```lean
/-- One Newton-Schulz step turns the defect `E` into exactly `(3/4) E² + (1/4) E³`. -/
theorem defect_step (X : Matrix n m ℂ) :
    defect (step X) = (3 / 4 : ℂ) • defect X ^ 2 + (1 / 4 : ℂ) • defect X ^ 3 := by
  have hE : (defect X)ᴴ = defect X := by
    simp [defect, Matrix.conjTranspose_sub, Matrix.conjTranspose_mul]
  have hG : (1 + (1 / 2 : ℂ) • defect X)ᴴ = 1 + (1 / 2 : ℂ) • defect X := by
    simp [Matrix.conjTranspose_add, Matrix.conjTranspose_smul, hE]
  have hS : Xᴴ * X = 1 - defect X := by
    unfold defect
    abel
  -- the new overlap matrix, written through the old defect
  have hY : (step X)ᴴ * step X = (1 + (1 / 2 : ℂ) • defect X) * (1 - defect X) *
      (1 + (1 / 2 : ℂ) • defect X) := by
    rw [← hS, step_eq_mul, Matrix.conjTranspose_mul, hG]
    simp only [Matrix.mul_assoc]
  -- a polynomial identity in the single matrix `E`
  have key : ∀ E : Matrix m m ℂ,
      1 - (1 + (1 / 2 : ℂ) • E) * (1 - E) * (1 + (1 / 2 : ℂ) • E) =
        (3 / 4 : ℂ) • E ^ 2 + (1 / 4 : ℂ) • E ^ 3 := by
    intro E
    simp only [pow_succ, pow_zero, mul_add, add_mul, mul_sub, sub_mul, smul_mul_assoc,
      mul_smul_comm, mul_one, one_mul, mul_assoc]
    module
  calc defect (step X) = 1 - (step X)ᴴ * step X := rfl
    _ = _ := by rw [hY, key]
```

The intermediate facts follow the calculation: `hE` and `hG` say that E and G are Hermitian, `hS` expresses the old overlap through E, and `hY` gives the new overlap as the triple product. The polynomial identity is `key`, stated for an arbitrary square matrix E. There `simp only` multiplies out the products and `module` collects the coefficients.

## A defect of norm at most one is squared or better

Write ε = ‖E‖ and assume ε ≤ 1. The triangle inequality and ‖AB‖ ≤ ‖A‖‖B‖ give

‖E′‖ ≤ (3/4)ε² + (1/4)ε³

and since ε³ ≤ ε²,

‖E′‖ ≤ ε²

```lean
/-- If the spectral norm of the defect is at most one, the norm of the defect after one step is at
most the square of the old norm. -/
theorem norm_defect_step_le (X : Matrix n m ℂ) (h : ‖defect X‖ ≤ 1) :
    ‖defect (step X)‖ ≤ ‖defect X‖ ^ 2 := by
  have h2 : ‖defect X ^ 2‖ ≤ ‖defect X‖ ^ 2 := norm_pow_le' _ (by norm_num)
  have h3 : ‖defect X ^ 3‖ ≤ ‖defect X‖ ^ 3 := norm_pow_le' _ (by norm_num)
  have h32 : ‖defect X‖ ^ 3 ≤ ‖defect X‖ ^ 2 :=
    pow_le_pow_of_le_one (norm_nonneg _) h (by norm_num)
  have c1 : ‖(3 / 4 : ℂ)‖ = 3 / 4 := by norm_num
  have c2 : ‖(1 / 4 : ℂ)‖ = 1 / 4 := by norm_num
  have ht := norm_add_le ((3 / 4 : ℂ) • defect X ^ 2) ((1 / 4 : ℂ) • defect X ^ 3)
  rw [norm_smul, norm_smul, c1, c2] at ht
  rw [defect_step]
  linarith
```

The bounds on the powers of E are `h2` and `h3`, the comparison of the cube with the square is `h32`, and `ht` is the triangle inequality. After the exact identity has been inserted, `linarith` combines them.

Now let X_k be the orbitals after k steps and E_k their defect, so that X_0 = X and E_0 = E. Suppose that ‖E_k‖ ≤ ε^(2^k). As ε ≤ 1, this also gives ‖E_k‖ ≤ 1, so the one-step bound applies again:

‖E_(k+1)‖ ≤ ‖E_k‖² ≤ (ε^(2^k))² = ε^(2^(k+1))

The case k = 0 is the equality ‖E_0‖ = ε. By induction, for every k,

‖E_k‖ ≤ ε^(2^k)

```lean
/-- If the initial defect has spectral norm at most one, then after `k` steps the norm is bounded by
the initial one raised to the power `2^k`. -/
theorem norm_defect_iterate_le (X : Matrix n m ℂ) (h : ‖defect X‖ ≤ 1) (k : ℕ) :
    ‖defect (step^[k] X)‖ ≤ ‖defect X‖ ^ (2 ^ k) := by
  induction k with
  | zero => simp
  | succ k ih =>
    have h1 : ‖defect (step^[k] X)‖ ≤ 1 := ih.trans (pow_le_one₀ (norm_nonneg _) h)
    rw [Function.iterate_succ_apply', pow_succ 2 k, pow_mul]
    exact (norm_defect_step_le _ h1).trans (pow_le_pow_left₀ (norm_nonneg _) ih 2)
```

In the induction step, `h1` records that the current defect still has norm at most one. The rewriting separates the last update from the first k and writes the exponent 2^(k+1) as 2^k times 2.

Two normalised orbitals with overlap 0.6 show the numbers. Take the columns (1, 0) and (0.6, 0.8). Written by rows,

X = [1, 0.6; 0, 0.8]

E = [0, −0.6; −0.6, 0]

The eigenvalues of E are ±0.6, so ε = 0.6. The update gives

Y = X(1 + E/2) = [0.82, 0.3; −0.24, 0.8]

Both new columns have squared norm 0.73, and their overlap is 0.82·0.3 − 0.24·0.8 = 0.054. Hence

E′ = [0.27, −0.054; −0.054, 0.27]

The polynomial gives the same matrix, because E² = 0.36·1 and E³ = 0.36·E. The eigenvalues of E′ are 0.216 and 0.324, so the norm has fallen from 0.6 to 0.324, within the bound 0.6² = 0.36. The orbitals are much closer to orthogonal, but they have temporarily lost some of their normalisation.

## Below norm one the defect tends to zero

If ε < 1, the bound can be compared with an ordinary geometric sequence. Since k ≤ 2^k,

0 ≤ ‖E_k‖ ≤ ε^(2^k) ≤ ε^k → 0

```lean
/-- If the initial defect has spectral norm below one, the defect of the iterates tends to
zero. -/
theorem tendsto_norm_defect (X : Matrix n m ℂ) (h : ‖defect X‖ < 1) :
    Tendsto (fun k : ℕ => ‖defect (step^[k] X)‖) atTop (𝓝 0) := by
  refine squeeze_zero (fun k => norm_nonneg _) (fun k => ?_)
    (tendsto_pow_atTop_nhds_zero_of_lt_one (norm_nonneg (defect X)) h)
  exact (norm_defect_iterate_le X h.le k).trans
    (pow_le_pow_of_le_one (norm_nonneg _) h.le Nat.lt_two_pow_self.le)
```

`Tendsto … atTop (𝓝 0)` is the limit k → ∞ with value zero, and `squeeze_zero` encloses the norm between zero and ε^k.

The condition ε < 1 is sufficient, not necessary. A single orbital with squared norm 2.5 has E = −1.5, and one step brings the defect to 0.84375, from where the theorem applies.

The limit concerns the defect. That the orbitals themselves approach the Löwdin set X(X†X)^(−1/2) is a further statement, for which no proof is given here.

## The orbital space survives the update

Orthonormalisation should change the orbitals without changing the space they span. Assume ‖E‖ < 2. Then ‖−E/2‖ < 1, and the Neumann series

G⁻¹ = (1 + E/2)⁻¹ = Σ_j (−E/2)^j, j = 0, 1, 2, …

converges, so G is invertible. For any coefficient vector v, the relation Y = XG gives

Yv = X(Gv)

Xv = Y(G⁻¹v)

The first line shows that every combination of new orbitals is a combination of old ones, and the second shows the converse. The two spans are equal. For a single Slater determinant whose occupied spin orbitals are the m columns, the update therefore amounts to multiplication by the non-zero number det G.

```lean
/-- If the defect has spectral norm below two, the updated orbitals span the same space as
the old ones. -/
theorem range_step (X : Matrix n m ℂ) (h : ‖defect X‖ < 2) :
    LinearMap.range (step X).mulVecLin = LinearMap.range X.mulVecLin := by
  have : CompleteSpace (Matrix m m ℂ) := FiniteDimensional.complete ℂ _
  have hn : ‖(-(1 / 2) : ℂ) • defect X‖ < 1 := by
    have c : ‖(-(1 / 2) : ℂ)‖ = 1 / 2 := by norm_num
    rw [norm_smul, c]
    linarith
  -- the mixing matrix is invertible by the Neumann series
  obtain ⟨u, hu⟩ := isUnit_one_sub_of_norm_lt_one hn
  have hX : step X = X * (u : Matrix m m ℂ) := by
    rw [step_eq_mul, hu]
    congr 1
    module
  apply le_antisymm
  · rintro _ ⟨v, rfl⟩
    refine ⟨(u : Matrix m m ℂ) *ᵥ v, ?_⟩
    rw [Matrix.mulVecLin_apply, Matrix.mulVecLin_apply, hX, Matrix.mulVec_mulVec]
  · rintro _ ⟨v, rfl⟩
    refine ⟨((u⁻¹ : (Matrix m m ℂ)ˣ) : Matrix m m ℂ) *ᵥ v, ?_⟩
    rw [Matrix.mulVecLin_apply, Matrix.mulVecLin_apply, hX, Matrix.mulVec_mulVec,
      Matrix.mul_assoc, Units.mul_inv, Matrix.mul_one]
```

The span of the columns appears as the range of `X.mulVecLin`, the linear map that sends v to Xv. The bound `hn` is the condition for the Neumann series, and `isUnit_one_sub_of_norm_lt_one` supplies the invertible matrix `u`, which is G. The two cases after `le_antisymm` are the two inclusions, with Gv and G⁻¹v as the required coefficient vectors.

The strict inequality matters here. Take one basis function and one orbital, X = √3. Then E = 1 − 3 = −2 has norm exactly 2, and

Y = √3(3 − 3)/2 = 0

The orbital is annihilated and its one-dimensional span is lost, so ‖E‖ ≤ 2 would not be enough.

For repeated updates, assume ‖E‖ ≤ 1. Every later defect then also has norm at most one, which is below two, and the previous result applies at each step:

span X_(k+1) = span X_k = … = span X_0

```lean
/-- If the initial defect has spectral norm at most one, every iterate spans the same orbital
space as the initial orbitals. -/
theorem range_iterate (X : Matrix n m ℂ) (h : ‖defect X‖ ≤ 1) (k : ℕ) :
    LinearMap.range (step^[k] X).mulVecLin = LinearMap.range X.mulVecLin := by
  induction k with
  | zero => rfl
  | succ k ih =>
    have h1 : ‖defect (step^[k] X)‖ ≤ 1 :=
      (norm_defect_iterate_le X h k).trans (pow_le_one₀ (norm_nonneg _) h)
    rw [Function.iterate_succ_apply', range_step _ (by linarith), ih]
```

The induction takes the norm bound from `norm_defect_iterate_le` and the equality of spans from `range_step`.

## Linear dependence is never repaired

Suppose that some combination of the orbitals vanishes, Xv = 0. The update keeps this relation:

Yv = (3/2)Xv − (1/2)XX†Xv = 0

By induction X_k v = 0 for every k, and hence

E_k v = v − X_k†X_k v = v

If v is non-zero, every defect has the eigenvalue 1, so ‖E_k‖ ≥ 1 at every step and the iteration cannot reach orthonormality.

```lean
/-- If the combination of orbitals with coefficients `v` vanishes, the defect of every iterate maps
`v` to itself. -/
theorem defect_iterate_of_dependent (X : Matrix n m ℂ) (v : m → ℂ) (hv : X *ᵥ v = 0)
    (k : ℕ) : defect (step^[k] X) *ᵥ v = v := by
  have hk : (step^[k] X) *ᵥ v = 0 := by
    induction k with
    | zero => exact hv
    | succ k ih =>
      rw [Function.iterate_succ_apply']
      simp [step, Matrix.smul_mulVec, Matrix.sub_mulVec, ← Matrix.mulVec_mulVec,
        Matrix.mulVec_smul, ih]
  rw [defect, Matrix.sub_mulVec, Matrix.one_mulVec, ← Matrix.mulVec_mulVec, hk,
    Matrix.mulVec_zero, sub_zero]

end

end NewtonSchulz
```

Here `*ᵥ` is the product of a matrix with a vector. The inner fact `hk` carries X_k v = 0 through the induction, and the final rewriting evaluates the defect on v. The theorem needs no bound on the norm; for v = 0 it says only that zero is mapped to zero.

Two copies of the same normalised orbital give a counter-example to convergence at norm one. Their overlap matrix and defect are

X†X = [1, 1; 1, 1]

E = [0, −1; −1, 0]

The eigenvalues of E are ±1, so ‖E‖ = 1. With v = (1, −1) we have Xv = 0, and the defect keeps the eigenvalue 1 for ever. The condition ‖E‖ < 1 in `tendsto_norm_defect` therefore cannot be relaxed to ‖E‖ ≤ 1, although the bound on the iterates remains true in that case: it reads ‖E_k‖ ≤ 1.

```lean
#print axioms NewtonSchulz.defect_step
-- 'NewtonSchulz.defect_step' depends on axioms: [propext, Classical.choice, Quot.sound]
#print axioms NewtonSchulz.tendsto_norm_defect
-- 'NewtonSchulz.tendsto_norm_defect' depends on axioms: [propext, Classical.choice, Quot.sound]
#print axioms NewtonSchulz.range_iterate
-- 'NewtonSchulz.range_iterate' depends on axioms: [propext, Classical.choice, Quot.sound]
#print axioms NewtonSchulz.defect_iterate_of_dependent
-- 'NewtonSchulz.defect_iterate_of_dependent' depends on axioms: [propext, Classical.choice, Quot.sound]
```
